# With the three-point Laplacian, hard walls and V ≥ 0, implicit Euler steps in imaginary time preserve positivity at every step size

## Can a large implicit step create negative amplitudes?

I relax a trial function towards the ground state of one particle on a line, using the three-point Laplacian and hard walls. With the explicit step $1-\tau H$, a nonnegative trial function picks up negative values as soon as $\tau$ is too large. With the implicit step $(1+\tau H)^{-1}$ I have never seen this happen, even at $\tau = 100$. My potential is nonnegative everywhere. Have I been lucky with my trial functions, or is there some large $\tau$ at which the implicit step fails too?

## No: the inverse has nonnegative entries for every τ ≥ 0

Let $H = \mathrm{tridiag}(-1,2,-1) + \mathrm{diag}(V)$ on $n$ sites with Dirichlet ends. If $V_j \ge 0$ at every site and $\tau \ge 0$, then $1+\tau H$ is invertible, its inverse has nonnegative entries, and $\|(1+\tau H)^{-1}f\| \le \|f\|$ for every real vector $f$, where $\|f\| = \max_i |f_i|$. So a nonnegative trial function stays nonnegative, whatever the step size.

Energies are measured in units of $\hbar^2/(2ma^2)$, with $m$ the mass and $a$ the grid spacing, and $\tau$ is the imaginary time in units of $2ma^2/\hbar$.

Two sites with $V=0$ already show the pattern:

$$(1+\tau H)^{-1} = \frac{1}{(1+\tau)(1+3\tau)}\begin{pmatrix}1+2\tau & \tau\\ \tau & 1+2\tau\end{pmatrix}.$$

All entries are nonnegative, and each row sums to $1/(1+\tau) \le 1$.

### From row sums to a minimum principle

Number the sites $0,\dots,n-1$. The diagonal entries are $H_{ii} = 2+V_i$, the entries between neighbours are $-1$, and all others vanish. A site has at most two neighbours, so the row sum $r_i = \sum_j H_{ij}$ satisfies $r_i \ge V_i$. Equality holds in the interior; a missing neighbour at a wall makes $r_i$ larger.

Suppose now that $(1+\tau H)u \ge 0$ at every site, but that $u$ is negative somewhere. Let $i$ be a site where $u$ is lowest, so $u_i<0$. For $j\neq i$ we have $H_{ij}\le 0$ and $u_j\ge u_i$, hence $H_{ij}u_j \le H_{ij}u_i$. Summing over $j$ gives

$$(Hu)_i \le r_i u_i \le 0,$$

because $r_i \ge V_i \ge 0$. Therefore $((1+\tau H)u)_i \le u_i < 0$, which contradicts the assumption. So $(1+\tau H)u\ge 0$ implies $u\ge 0$.

### A bound on the maximum norm, and the inverse

Let $V_i \ge v \ge 0$ at all sites. Write $M = \|(1+\tau H)u\|$ and $c = M/(1+\tau v)$. For $w = u$ or $w=-u$, add the constant $c$ at every site:

$$\big((1+\tau H)(c+w)\big)_i = c + \tau r_i c + \big((1+\tau H)w\big)_i \ge (1+\tau v)c - M = 0.$$

The minimum principle gives $c \pm u_i \ge 0$, so $|u_i|\le c$ at every site, and

$$(1+\tau v)\,\|u\| \le \|(1+\tau H)u\|.$$

If $(1+\tau H)u=0$, this bound forces $u=0$. A square matrix with trivial kernel is invertible. Column $j$ of the inverse is sent by $1+\tau H$ to the unit vector at site $j$, which is nonnegative, so the column is nonnegative as well. Putting $u=(1+\tau H)^{-1}f$ and $v=0$ into the bound gives the norm statement.

Repeating the step $k$ times keeps nonnegative data nonnegative and gives

$$(1+\tau v)^k\,\|(1+\tau H)^{-k}f\| \le \|f\|.$$

### Where the explicit step loses positivity

The matrix $1-\tau H$ has diagonal entries $1-\tau(2+V_i)$, entries $\tau$ between neighbours, and zeros elsewhere. For $\tau\ge0$ it is therefore entrywise nonnegative exactly when $\tau(2+V_i)\le 1$ at every site. With $V=0$ the limit is $\tau\le 1/2$, and a high potential at a single site lowers it further. Beyond the limit, a spike at an offending site turns negative there after one step. A smoother trial function can survive a larger $\tau$: on two sites with $V=0$, one explicit step multiplies the vector $(1,1)$ by $1-\tau$, so it stays nonnegative up to $\tau=1$.

### What a negative potential can do

Take one site with $V_0=-3$ and $\tau=1$. Then $1+\tau H = 1+(2-3) = 0$, and there is nothing to invert. So the result fails if $V$ may be any real potential. The example does not make zero the sharp threshold: on a single site, $V_0\ge -2$ would be enough.

### The same statements in Lean

```lean
import Mathlib

open Matrix

namespace ImplicitStepPositivity

noncomputable section

variable {n : ℕ}

/-- The grid Hamiltonian `tridiag(-1, 2, -1) + diag(V)` on `n` sites with Dirichlet ends. -/
def gridH (V : Fin n → ℝ) : Matrix (Fin n) (Fin n) ℝ :=
  Matrix.of fun i j =>
    (if i = j then 2 + V i else 0) - (if i.val + 1 = j.val then 1 else 0)
      - (if j.val + 1 = i.val then 1 else 0)

/-- The matrix `1 + τ H` that an implicit Euler step of imaginary time `τ` has to invert. -/
def implicitMatrix (V : Fin n → ℝ) (τ : ℝ) : Matrix (Fin n) (Fin n) ℝ :=
  1 + τ • gridH V

/-- The diagonal entry of the grid Hamiltonian at site `i` is `2 + V i`. -/
theorem gridH_diag (V : Fin n → ℝ) (i : Fin n) : gridH V i i = 2 + V i := by
  simp [gridH]

/-- Entries of the grid Hamiltonian between different sites are never positive. -/
theorem gridH_offdiag (V : Fin n → ℝ) {i j : Fin n} (h : i ≠ j) : gridH V i j ≤ 0 := by
  simp only [gridH, Matrix.of_apply, if_neg h]
  split_ifs <;> norm_num

/-- Each row of the grid Hamiltonian sums to at least the potential at that site. -/
theorem le_rowSum (V : Fin n → ℝ) (i : Fin n) : V i ≤ ∑ j, gridH V i j := by
  -- a site has at most one right neighbour and at most one left neighbour
  have hr : ∑ j : Fin n, (if i.val + 1 = j.val then (1 : ℝ) else 0) ≤ 1 := by
    rw [Finset.sum_boole]
    exact_mod_cast Finset.card_le_one.mpr (by
      intro a ha b hb
      have h1 := (Finset.mem_filter.mp ha).2
      have h2 := (Finset.mem_filter.mp hb).2
      exact Fin.ext (by omega))
  have hl : ∑ j : Fin n, (if j.val + 1 = i.val then (1 : ℝ) else 0) ≤ 1 := by
    rw [Finset.sum_boole]
    exact_mod_cast Finset.card_le_one.mpr (by
      intro a ha b hb
      have h1 := (Finset.mem_filter.mp ha).2
      have h2 := (Finset.mem_filter.mp hb).2
      exact Fin.ext (by omega))
  simp only [gridH, Matrix.of_apply, Finset.sum_sub_distrib, Finset.sum_ite_eq,
    Finset.mem_univ, if_true]
  linarith

/-- Site by site, `1 + τ H` sends `u` to `u i + τ (H u) i`. -/
theorem implicitMatrix_mulVec (V : Fin n → ℝ) (τ : ℝ) (u : Fin n → ℝ) (i : Fin n) :
    (implicitMatrix V τ *ᵥ u) i = u i + τ * ∑ j, gridH V i j * u j := by
  rw [implicitMatrix, Matrix.add_mulVec, Matrix.one_mulVec]
  simp [Matrix.mulVec, dotProduct, Finset.mul_sum, mul_assoc]

/-- Discrete minimum principle: for `V ≥ 0` and `τ ≥ 0`, if `(1 + τ H) u` is nonnegative
at every site, then so is `u`. -/
theorem minimum_principle {V : Fin n → ℝ} {τ : ℝ} (hV : ∀ i, 0 ≤ V i) (hτ : 0 ≤ τ)
    {u : Fin n → ℝ} (h : ∀ i, 0 ≤ (implicitMatrix V τ *ᵥ u) i) : ∀ i, 0 ≤ u i := by
  intro k
  by_contra hk
  -- look at the site where `u` is lowest
  obtain ⟨i, -, hi⟩ := Finset.exists_min_image Finset.univ u ⟨k, Finset.mem_univ k⟩
  have hneg : u i < 0 := (hi k (Finset.mem_univ k)).trans_lt (not_le.mp hk)
  have hsum : ∑ j, gridH V i j * u j ≤ (∑ j, gridH V i j) * u i := by
    rw [Finset.sum_mul]
    apply Finset.sum_le_sum
    intro j _
    by_cases hij : i = j
    · subst hij
      exact le_rfl
    · exact mul_le_mul_of_nonpos_left (hi j (Finset.mem_univ j)) (gridH_offdiag V hij)
  have hrow := (hV i).trans (le_rowSum V i)
  have h1 : (∑ j, gridH V i j) * u i ≤ 0 := by
    nlinarith [mul_nonneg hrow (neg_nonneg.mpr hneg.le)]
  have h2 : τ * ∑ j, gridH V i j * u j ≤ 0 := by
    nlinarith [mul_nonneg hτ (neg_nonneg.mpr (hsum.trans h1))]
  have h3 := h i
  rw [implicitMatrix_mulVec] at h3
  linarith

/-- If the potential is at least `v ≥ 0` everywhere and `τ ≥ 0`, then `1 + τ H` stretches
the maximum norm at least by the factor `1 + τ v`. -/
theorem norm_lower_bound {V : Fin n → ℝ} {τ v : ℝ} (hv : 0 ≤ v) (hV : ∀ i, v ≤ V i)
    (hτ : 0 ≤ τ) (u : Fin n → ℝ) : (1 + τ * v) * ‖u‖ ≤ ‖implicitMatrix V τ *ᵥ u‖ := by
  have hpos : 0 < 1 + τ * v := by positivity
  obtain ⟨c, hc⟩ : ∃ c, c = ‖implicitMatrix V τ *ᵥ u‖ / (1 + τ * v) := ⟨_, rfl⟩
  have hc0 : 0 ≤ c := by rw [hc]; positivity
  have hcM : (1 + τ * v) * c = ‖implicitMatrix V τ *ᵥ u‖ := by
    rw [hc]
    exact mul_div_cancel₀ _ hpos.ne'
  -- compare with the constant vector `c` through the minimum principle
  have key : ∀ w : Fin n → ℝ, ‖implicitMatrix V τ *ᵥ w‖ = ‖implicitMatrix V τ *ᵥ u‖ →
      ∀ i, 0 ≤ c + w i := by
    intro w hw
    refine minimum_principle (u := fun i => c + w i) (fun i => hv.trans (hV i)) hτ ?_
    intro i
    have h1 := norm_le_pi_norm (implicitMatrix V τ *ᵥ w) i
    rw [hw, Real.norm_eq_abs, implicitMatrix_mulVec] at h1
    have h2 := (abs_le.mp h1).1
    have hs : ∑ j, gridH V i j * (c + w j)
        = (∑ j, gridH V i j) * c + ∑ j, gridH V i j * w j := by
      rw [Finset.sum_mul, ← Finset.sum_add_distrib]
      exact Finset.sum_congr rfl (fun j _ => by ring)
    have h3 : τ * (v * c) ≤ τ * ((∑ j, gridH V i j) * c) :=
      mul_le_mul_of_nonneg_left
        (mul_le_mul_of_nonneg_right ((hV i).trans (le_rowSum V i)) hc0) hτ
    rw [implicitMatrix_mulVec, hs]
    nlinarith
  have hu : ‖u‖ ≤ c := by
    refine (pi_norm_le_iff_of_nonneg hc0).2 fun i => ?_
    have h1 := key u rfl i
    have h2 := key (-u) (by rw [Matrix.mulVec_neg, norm_neg]) i
    rw [Pi.neg_apply] at h2
    rw [Real.norm_eq_abs]
    exact abs_le.mpr ⟨by linarith, by linarith⟩
  rw [← hcM]
  exact mul_le_mul_of_nonneg_left hu hpos.le

/-- For `V ≥ 0` and every `τ ≥ 0`, the matrix `1 + τ H` is invertible, its inverse has
nonnegative entries, and the inverse does not increase the maximum norm. -/
theorem implicit_step_positive {V : Fin n → ℝ} {τ : ℝ} (hV : ∀ i, 0 ≤ V i) (hτ : 0 ≤ τ) :
    IsUnit (implicitMatrix V τ) ∧ (∀ i j, 0 ≤ (implicitMatrix V τ)⁻¹ i j) ∧
      ∀ f : Fin n → ℝ, ‖(implicitMatrix V τ)⁻¹ *ᵥ f‖ ≤ ‖f‖ := by
  -- the norm bound leaves no room for a kernel
  have hdet : IsUnit (implicitMatrix V τ).det := by
    rw [isUnit_iff_ne_zero]
    intro h0
    obtain ⟨u, hu, hu0⟩ := Matrix.exists_mulVec_eq_zero_iff.mpr h0
    have h := norm_lower_bound le_rfl hV hτ u
    rw [hu0, norm_zero, mul_zero, add_zero, one_mul] at h
    exact hu (norm_le_zero_iff.mp h)
  refine ⟨(Matrix.isUnit_iff_isUnit_det _).mpr hdet, fun i j => ?_, fun f => ?_⟩
  · -- each column of the inverse is the response to a unit source
    refine minimum_principle (u := fun k => (implicitMatrix V τ)⁻¹ k j) hV hτ ?_ i
    intro k
    have h : (implicitMatrix V τ *ᵥ fun l => (implicitMatrix V τ)⁻¹ l j) k
        = (implicitMatrix V τ * (implicitMatrix V τ)⁻¹) k j := rfl
    rw [h, Matrix.mul_nonsing_inv _ hdet, Matrix.one_apply]
    split_ifs <;> norm_num
  · have h := norm_lower_bound le_rfl hV hτ ((implicitMatrix V τ)⁻¹ *ᵥ f)
    rwa [Matrix.mulVec_mulVec, Matrix.mul_nonsing_inv _ hdet, Matrix.one_mulVec,
      mul_zero, add_zero, one_mul] at h

/-- If `V ≥ v ≥ 0` and `τ ≥ 0`, then `k` implicit steps keep nonnegative data nonnegative
and reduce the maximum norm of any data at least by the factor `(1 + τ v) ^ k`. -/
theorem many_implicit_steps {V : Fin n → ℝ} {τ v : ℝ} (hv : 0 ≤ v) (hV : ∀ i, v ≤ V i)
    (hτ : 0 ≤ τ) (f : Fin n → ℝ) (k : ℕ) :
    ((∀ i, 0 ≤ f i) → ∀ i, 0 ≤ ((implicitMatrix V τ)⁻¹ ^ k *ᵥ f) i) ∧
      (1 + τ * v) ^ k * ‖(implicitMatrix V τ)⁻¹ ^ k *ᵥ f‖ ≤ ‖f‖ := by
  have hV0 : ∀ i, 0 ≤ V i := fun i => hv.trans (hV i)
  have hdet := (Matrix.isUnit_iff_isUnit_det _).mp (implicit_step_positive hV0 hτ).1
  induction k with
  | zero => simp
  | succ k ih =>
    -- undoing the last step recovers the previous state
    have hback : implicitMatrix V τ *ᵥ ((implicitMatrix V τ)⁻¹ ^ (k + 1) *ᵥ f)
        = (implicitMatrix V τ)⁻¹ ^ k *ᵥ f := by
      rw [Matrix.mulVec_mulVec, pow_succ', ← mul_assoc, Matrix.mul_nonsing_inv _ hdet,
        one_mul]
    constructor
    · intro hf
      refine minimum_principle hV0 hτ ?_
      rw [hback]
      exact ih.1 hf
    · have h := norm_lower_bound hv hV hτ ((implicitMatrix V τ)⁻¹ ^ (k + 1) *ᵥ f)
      rw [hback] at h
      have hp : 0 ≤ (1 + τ * v) ^ k := by positivity
      rw [pow_succ (1 + τ * v) k, mul_assoc]
      exact (mul_le_mul_of_nonneg_left h hp).trans ih.2

/-- For `τ ≥ 0`, the explicit step `1 - τ H` has nonnegative entries exactly when
`τ (2 + V i) ≤ 1` at every site. -/
theorem explicit_step_nonneg_iff (V : Fin n → ℝ) {τ : ℝ} (hτ : 0 ≤ τ) :
    (∀ i j, 0 ≤ (1 - τ • gridH V) i j) ↔ ∀ i, τ * (2 + V i) ≤ 1 := by
  constructor
  · intro h i
    have hi := h i i
    rw [Matrix.sub_apply, Matrix.one_apply_eq, Matrix.smul_apply, smul_eq_mul,
      gridH_diag] at hi
    linarith
  · intro h i j
    rw [Matrix.sub_apply, Matrix.smul_apply, smul_eq_mul]
    by_cases hij : i = j
    · subst hij
      rw [Matrix.one_apply_eq, gridH_diag]
      linarith [h i]
    · rw [Matrix.one_apply_ne hij]
      nlinarith [mul_nonneg hτ (neg_nonneg.mpr (gridH_offdiag V hij))]

end

end ImplicitStepPositivity
```

```lean
#print axioms ImplicitStepPositivity.implicit_step_positive
-- 'ImplicitStepPositivity.implicit_step_positive' depends on axioms: [propext, Classical.choice, Quot.sound]
#print axioms ImplicitStepPositivity.many_implicit_steps
-- 'ImplicitStepPositivity.many_implicit_steps' depends on axioms: [propext, Classical.choice, Quot.sound]
#print axioms ImplicitStepPositivity.explicit_step_nonneg_iff
-- 'ImplicitStepPositivity.explicit_step_nonneg_iff' depends on axioms: [propext, Classical.choice, Quot.sound]
```

### What the theorems say about the grid

A site is an element of `Fin n`, numbered from 0, and a wave function is a real vector `Fin n → ℝ`. `gridH V` is $H$: its two conditions `i.val + 1 = j.val` and `j.val + 1 = i.val` pick out the right and the left neighbour. There is no wrap-around, and a neighbour beyond the wall simply contributes nothing, which is the Dirichlet condition. `implicitMatrix V τ` is $1+\tau H$, and `*ᵥ` applies a matrix to a vector. The norm on `Fin n → ℝ` is the maximum norm, not the Euclidean norm of quantum mechanics.

`implicit_step_positive` is the main result. Its hypotheses are `∀ i, 0 ≤ V i` and `0 ≤ τ`, and its three conclusions are invertibility (`IsUnit`), nonnegative entries of the inverse, and the norm inequality. The first conclusion matters for reading the other two, since Mathlib assigns the inverse of a singular matrix the value zero.

`many_implicit_steps` treats $k$ steps under a uniform lower bound `v ≤ V i` with `0 ≤ v`. The vectors are not renormalised between steps; dividing by a positive norm would not affect their signs. `explicit_step_nonneg_iff` gives the explicit criterion as an equivalence and needs no sign condition on $V$.

For a single particle on a finite one-dimensional grid with a time-independent nonnegative potential, this means that implicit Euler relaxation introduces no spurious nodes with negative lobes into a nonnegative trial function. The theorems concern real vectors and imaginary time, with the linear system solved exactly. They do not say how close the step is to $e^{-\tau H}$, so a large $\tau$ is safe for the sign and may still be poor for the dynamics.

### How the Lean proof is built

`gridH_diag` and `gridH_offdiag` read off the diagonal entries and the sign of the others. `le_rowSum` proves $r_i\ge V_i$: `Finset.sum_boole` turns each sum over neighbours into a count, and `Finset.card_le_one` together with `omega` shows that the count is at most one, since two right neighbours of the same site must have the same number. `implicitMatrix_mulVec` writes $((1+\tau H)u)_i$ as $u_i+\tau\sum_j H_{ij}u_j$.

In `minimum_principle`, `Finset.exists_min_image` supplies the lowest site. The step `hsum` is the termwise comparison $(Hu)_i\le r_iu_i$, `h1` and `h2` record the signs of $r_iu_i$ and $\tau(Hu)_i$, and the final `linarith` finds the contradiction with $((1+\tau H)u)_i\ge 0$.

In `norm_lower_bound`, the number `c` is the constant used above. The statement `key` shows $c+w_i\ge0$ for any `w` whose image under $1+\tau H$ has the same norm as that of `u`. It is used for `u` and for `-u`, and the two inequalities combine into $|u_i|\le c$.

`implicit_step_positive` first shows that the determinant is nonzero. If it vanished, `Matrix.exists_mulVec_eq_zero_iff` would provide a nonzero kernel vector, which the norm bound excludes. The minimum principle is then applied to a column of the inverse, whose image is a column of the identity matrix, and the norm bound is applied to `(implicitMatrix V τ)⁻¹ *ᵥ f`.

`many_implicit_steps` is an induction on `k`. Its equation `hback` says that applying $1+\tau H$ to the state after $k+1$ steps returns the state after $k$ steps, so the minimum principle and the norm bound each carry the claim one step further. `explicit_step_nonneg_iff` obtains the condition on $\tau$ from the diagonal entries; in the converse direction, the off-diagonal entries are nonnegative by `gridH_offdiag`.
